# Lowering xⁿ with y ∂/∂x gives a multiplet of n + 1 two-mode boson states

Put one quantum into the first of two boson modes. Moving it to the second mode gives one new state, and then the first mode is empty. These two states behave like spin up and spin down. With two quanta there are three states. Write $x$ for a quantum in the first mode and $y$ for one in the second, and let $J_- = y\,\partial/\partial x$ move one quantum across:

$$x^2 \;\xrightarrow{J_-}\; 2xy \;\xrightarrow{J_-}\; 2y^2 \;\xrightarrow{J_-}\; 0 .$$

The derivative counts the quanta available to be moved, and the chain stops when none are left. For $n$ quanta the same process gives $n+1$ states, the number expected for spin $j = n/2$. This is Schwinger's description of angular momentum, treated here for two modes and a fixed, finite number of quanta.

## Two modes as two variables

The letters $x$ and $y$ are not positions. Multiplication by $x$ plays the part of the creation operator $a^\dagger$ of the first mode and $\partial/\partial x$ that of its annihilation operator $a$, since $\partial_x x - x\,\partial_x = 1$. The variable $y$ does the same for $b^\dagger$ and $b$ of the second mode. The polynomial $1$ is the vacuum.

In Lean the states are elements of `MvPolynomial (Fin 2) ℚ`, polynomials in two variables with rational coefficients. Variable 0 is $x$ and variable 1 is $y$.

```lean
import Mathlib

open MvPolynomial
open scoped Nat

namespace SchwingerBosons

noncomputable section

local notation "𝐱" => (MvPolynomial.X 0 : MvPolynomial (Fin 2) ℚ)
local notation "𝐲" => (MvPolynomial.X 1 : MvPolynomial (Fin 2) ℚ)
```

Every operator needed is built from the bilinears $x_i\,\partial/\partial x_j$, which remove a quantum from mode $j$ and add one to mode $i$. The name `hop` refers to this one-way transfer, without an amplitude or a Hermitian conjugate. `Module.End` is the type of linear operators on the space.

```lean
/-- The boson bilinear that annihilates a quantum in mode `j` and creates one in mode `i`:
the operator `x_i ∂/∂x_j` on polynomials in two variables. -/
def hop (i j : Fin 2) : Module.End ℚ (MvPolynomial (Fin 2) ℚ) :=
  LinearMap.mulLeft ℚ (X i) ∘ₗ (pderiv j).toLinearMap
```

Raising is $J_+ = x\,\partial/\partial y$, or $a^\dagger b$.

```lean
/-- The raising operator `J₊ = x ∂/∂y`. -/
def Jplus : Module.End ℚ (MvPolynomial (Fin 2) ℚ) := hop 0 1
```

Lowering is $J_- = y\,\partial/\partial x$, or $b^\dagger a$.

```lean
/-- The lowering operator `J₋ = y ∂/∂x`. -/
def Jminus : Module.End ℚ (MvPolynomial (Fin 2) ℚ) := hop 1 0
```

The third component is half the difference of the occupations, $J_z = \tfrac12(x\,\partial_x - y\,\partial_y)$, in units with $\hbar = 1$.

```lean
/-- The operator `J_z = (x ∂/∂x - y ∂/∂y) / 2`, half the difference of the two mode
occupations. -/
def Jz : Module.End ℚ (MvPolynomial (Fin 2) ℚ) := (1 / 2 : ℚ) • (hop 0 0 - hop 1 1)
```

The candidate multiplet is the set of all linear combinations of $x^n, J_-x^n, \dots, J_-^n x^n$. The index `k : Fin (n + 1)` runs from $0$ to $n$, and a power of an operator means repeated application.

```lean
/-- The span of the states `J₋ᵏ xⁿ` with `k = 0, …, n`. -/
def multiplet (n : ℕ) : Submodule ℚ (MvPolynomial (Fin 2) ℚ) :=
  Submodule.span ℚ (Set.range fun k : Fin (n + 1) => (Jminus ^ (k : ℕ)) (𝐱 ^ n))
```

## Moving one quantum

By definition, a bilinear differentiates first and multiplies afterwards.

```lean
/-- The bilinear acts by differentiating in `x_j` and then multiplying by `x_i`. -/
theorem hop_apply (i j : Fin 2) (p : MvPolynomial (Fin 2) ℚ) :
    hop i j p = X i * pderiv j p := rfl
```

From here on $a$ and $b$ are natural numbers, the exponents of $x$ and $y$, and no longer the annihilation operators. Since $\partial_x y = 0$, the power rule gives

$$J_-\,x^{a+1}y^b = y\,(a+1)x^a y^b = (a+1)\,x^a y^{b+1}.$$

The exponent $a+1$ ensures that there is a quantum to move. The proof expands the derivative with the Leibniz rule, and `ring` collects the factors. The symbol `•` is multiplication by a scalar.

```lean
/-- Lowering moves one quantum from mode `x` to mode `y`:
`J₋ xᵃ⁺¹ yᵇ = (a + 1) xᵃ yᵇ⁺¹`. -/
theorem Jminus_monomial (a b : ℕ) :
    Jminus (𝐱 ^ (a + 1) * 𝐲 ^ b) = ((a : ℚ) + 1) • (𝐱 ^ a * 𝐲 ^ (b + 1)) := by
  have h : pderiv (0 : Fin 2) 𝐲 = 0 := pderiv_X_of_ne (by decide)
  simp only [Jminus, hop_apply, Derivation.leibniz, Derivation.leibniz_pow, h,
    pderiv_X_self, smul_eq_mul, nsmul_eq_mul, smul_eq_C_mul, map_add, map_natCast, map_one,
    add_tsub_cancel_right, Nat.cast_add, Nat.cast_one, mul_zero]
  ring
```

Exchanging the roles of the modes, $J_+\,x^a y^{b+1} = (b+1)\,x^{a+1}y^b$.

```lean
/-- Raising moves one quantum from mode `y` to mode `x`:
`J₊ xᵃ yᵇ⁺¹ = (b + 1) xᵃ⁺¹ yᵇ`. -/
theorem Jplus_monomial (a b : ℕ) :
    Jplus (𝐱 ^ a * 𝐲 ^ (b + 1)) = ((b : ℚ) + 1) • (𝐱 ^ (a + 1) * 𝐲 ^ b) := by
  have h : pderiv (1 : Fin 2) 𝐱 = 0 := pderiv_X_of_ne (by decide)
  simp only [Jplus, hop_apply, Derivation.leibniz, Derivation.leibniz_pow, h,
    pderiv_X_self, smul_eq_mul, nsmul_eq_mul, smul_eq_C_mul, map_add, map_natCast, map_one,
    add_tsub_cancel_right, Nat.cast_add, Nat.cast_one, mul_zero]
  ring
```

The operators $x\,\partial_x$ and $y\,\partial_y$ count exponents, so

$$J_z\,x^a y^b = \tfrac12(a-b)\,x^a y^b .$$

The proof checks the two counts separately, `h0` for $x$ and `h1` for $y$, treating an empty mode as its own case.

```lean
/-- The monomial `xᵃ yᵇ` satisfies `J_z xᵃ yᵇ = (a - b)/2 xᵃ yᵇ`. -/
theorem Jz_monomial (a b : ℕ) :
    Jz (𝐱 ^ a * 𝐲 ^ b) = (((a : ℚ) - b) / 2) • (𝐱 ^ a * 𝐲 ^ b) := by
  have hy : pderiv (0 : Fin 2) 𝐲 = 0 := pderiv_X_of_ne (by decide)
  have hx : pderiv (1 : Fin 2) 𝐱 = 0 := pderiv_X_of_ne (by decide)
  -- the two number operators count the exponents
  have h0 : hop 0 0 (𝐱 ^ a * 𝐲 ^ b) = (a : ℚ) • (𝐱 ^ a * 𝐲 ^ b) := by
    cases a with
    | zero => simp [hop_apply, Derivation.leibniz_pow, hy]
    | succ a =>
      simp only [hop_apply, Derivation.leibniz, Derivation.leibniz_pow, hy, pderiv_X_self,
        smul_eq_mul, nsmul_eq_mul, smul_eq_C_mul, map_natCast, add_tsub_cancel_right, mul_zero]
      ring
  have h1 : hop 1 1 (𝐱 ^ a * 𝐲 ^ b) = (b : ℚ) • (𝐱 ^ a * 𝐲 ^ b) := by
    cases b with
    | zero => simp [hop_apply, Derivation.leibniz_pow, hx]
    | succ b =>
      simp only [hop_apply, Derivation.leibniz, Derivation.leibniz_pow, hx, pderiv_X_self,
        smul_eq_mul, nsmul_eq_mul, smul_eq_C_mul, map_natCast, add_tsub_cancel_right, mul_zero]
      ring
  simp only [Jz, LinearMap.smul_apply, LinearMap.sub_apply, h0, h1]
  module
```

## The angular momentum commutator

For any polynomial $p$, the product rule gives

$$J_+J_-p = x\,\partial_y(y\,\partial_x p) = x\,\partial_x p + xy\,\partial_y\partial_x p,$$

$$J_-J_+p = y\,\partial_x(x\,\partial_y p) = y\,\partial_y p + xy\,\partial_x\partial_y p .$$

The mixed derivatives agree, so the difference is $x\,\partial_x p - y\,\partial_y p = 2J_z p$. This is one of the angular momentum commutation relations. The other two, $[J_z, J_\pm] = \pm J_\pm$, follow from the monomial rules above, because $J_\pm$ changes $\tfrac12(a-b)$ by $\pm1$ whenever it does not give zero; they are not stated in Lean. The counting of states below does not use the commutators.

In Lean, the equality of mixed derivatives is `H`: the commutator of two derivations is again a derivation, and one that vanishes on both variables vanishes everywhere.

```lean
/-- The angular momentum relation `[J₊, J₋] = 2 J_z` holds on all polynomials. -/
theorem commutator_Jplus_Jminus : Jplus * Jminus - Jminus * Jplus = (2 : ℚ) • Jz := by
  have h2 : (2 : ℚ) • Jz = hop 0 0 - hop 1 1 := by
    rw [Jz, smul_smul]
    norm_num
  -- partial derivatives commute, since their commutator kills both variables
  have H : ⁅pderiv (R := ℚ) (0 : Fin 2), pderiv (R := ℚ) (1 : Fin 2)⁆ = 0 := by
    refine derivation_ext fun i => ?_
    simp only [Derivation.commutator_apply, pderiv_X, Pi.single_apply]
    split_ifs <;> simp
  rw [h2]
  refine LinearMap.ext fun p => ?_
  have hc := DFunLike.congr_fun H p
  rw [Derivation.commutator_apply] at hc
  have hc' : pderiv 0 (pderiv 1 p) = pderiv 1 (pderiv 0 p) := sub_eq_zero.mp hc
  simp only [Jplus, Jminus, LinearMap.sub_apply, Module.End.mul_apply, hop_apply,
    Derivation.leibniz, pderiv_X_self, smul_eq_mul, hc']
  ring
```

## The factorial after k steps

Set $n = m+k$, so that $m$ quanta remain in the first mode after $k$ lowerings. The claim is

$$J_-^k x^{m+k} = \frac{(m+k)!}{m!}\,x^m y^k .$$

It holds for $k=0$. If it holds for $k$ and every $m$, use it with $m+1$ in place of $m$ and lower once more:

$$J_-^{k+1}x^{m+k+1} = \frac{(m+k+1)!}{(m+1)!}\,(m+1)\,x^m y^{k+1} = \frac{(m+k+1)!}{m!}\,x^m y^{k+1}.$$

This is the induction `key`. Substituting $m = n-k$ gives the form with $n!/(n-k)!$, where the hypothesis `k ≤ n` makes the subtraction an ordinary one.

```lean
/-- Lowering `xⁿ` repeatedly gives `J₋ᵏ xⁿ = n!/(n-k)! xⁿ⁻ᵏ yᵏ` for `k ≤ n`. -/
theorem lowering_pow (n k : ℕ) (hk : k ≤ n) :
    (Jminus ^ k) (𝐱 ^ n) = ((n ! : ℚ) / ((n - k)! : ℚ)) • (𝐱 ^ (n - k) * 𝐲 ^ k) := by
  -- write n = m + k and induct on k
  have key : ∀ k m : ℕ, (Jminus ^ k) (𝐱 ^ (m + k)) =
      (((m + k)! : ℚ) / (m ! : ℚ)) • (𝐱 ^ m * 𝐲 ^ k) := by
    intro k
    induction k with
    | zero =>
      intro m
      have hm : (m ! : ℚ) ≠ 0 := by exact_mod_cast Nat.factorial_ne_zero m
      simp [hm]
    | succ k ih =>
      intro m
      have hm : (m ! : ℚ) ≠ 0 := by exact_mod_cast Nat.factorial_ne_zero m
      have hm1 : (m : ℚ) + 1 ≠ 0 := by positivity
      have e : m + (k + 1) = m + 1 + k := by omega
      rw [e, pow_succ' Jminus k, Module.End.mul_apply, ih (m + 1), map_smul,
        Jminus_monomial, smul_smul]
      congr 1
      rw [Nat.factorial_succ m]
      push_cast
      field_simp
  obtain ⟨m, rfl⟩ := Nat.exists_eq_add_of_le' hk
  rw [Nat.add_sub_cancel]
  exact key k m
```

## Going back up

For $k<n$, put $m = n-k-1$. Raising the state with index $k+1$ gives

$$J_+J_-^{k+1}x^n = \frac{n!}{m!}\,(k+1)\,x^{m+1}y^k = (k+1)(n-k)\,J_-^k x^n,$$

because $n!/m! = (m+1)\,n!/(m+1)!$ and $m+1 = n-k$. With $j=n/2$ and $M = j-k$, the factor is the textbook $(j+M)(j-M+1)$. The Lean proof makes the same substitution and uses the two results just established for lowering and raising.

```lean
/-- For `k < n`, raising undoes one lowering up to a factor:
`J₊ J₋ᵏ⁺¹ xⁿ = (k + 1)(n - k) J₋ᵏ xⁿ`. -/
theorem raising_ladder (n k : ℕ) (hk : k < n) :
    Jplus ((Jminus ^ (k + 1)) (𝐱 ^ n)) =
      (((k : ℚ) + 1) * ((n : ℚ) - k)) • (Jminus ^ k) (𝐱 ^ n) := by
  rw [lowering_pow n (k + 1) hk, lowering_pow n k hk.le]
  obtain ⟨m, rfl⟩ := Nat.exists_eq_add_of_le' (Nat.succ_le_of_lt hk)
  have hm : (m ! : ℚ) ≠ 0 := by exact_mod_cast Nat.factorial_ne_zero m
  have hm1 : (m : ℚ) + 1 ≠ 0 := by positivity
  have e1 : m + (k + 1) - (k + 1) = m := by omega
  have e2 : m + (k + 1) - k = m + 1 := by omega
  have e3 : ((m + (k + 1) : ℕ) : ℚ) - k = m + 1 := by
    push_cast
    ring
  rw [e1, e2, e3, map_smul, Jplus_monomial, smul_smul, smul_smul]
  congr 1
  rw [Nat.factorial_succ m]
  push_cast
  field_simp
```

## Eigenvalues that separate the states

The $k$-th state is a multiple of $x^{n-k}y^k$, so its $J_z$ eigenvalue is

$$\frac{(n-k)-k}{2} = \frac n2 - k .$$

`HasEigenvector` also requires the vector to be nonzero. The factorial ratio is nonzero, and so is a product of powers of the variables.

```lean
/-- For `k ≤ n` the state `J₋ᵏ xⁿ` is a nonzero eigenvector of `J_z` with eigenvalue
`n/2 - k`. -/
theorem lowered_hasEigenvector (n k : ℕ) (hk : k ≤ n) :
    Jz.HasEigenvector ((n : ℚ) / 2 - k) ((Jminus ^ k) (𝐱 ^ n)) := by
  rw [lowering_pow n k hk]
  refine ⟨Module.End.mem_eigenspace_iff.mpr ?_, ?_⟩
  · rw [map_smul, Jz_monomial, Nat.cast_sub hk]
    module
  · have h1 : (n ! : ℚ) ≠ 0 := by exact_mod_cast Nat.factorial_ne_zero n
    have h2 : ((n - k)! : ℚ) ≠ 0 := by exact_mod_cast Nat.factorial_ne_zero (n - k)
    exact smul_ne_zero (div_ne_zero h1 h2)
      (mul_ne_zero (pow_ne_zero _ (X_ne_zero 0)) (pow_ne_zero _ (X_ne_zero 1)))
```

## The chain ends and has n + 1 members

At the top, $J_+x^n = x\,\partial_y x^n = 0$. At the bottom, $J_-^n x^n = n!\,y^n$, and $\partial_x y^n = 0$, so $J_-^{n+1}x^n = 0$.

From top to bottom, both ends included, there are $n+1$ eigenvectors with the distinct eigenvalues $n/2, n/2-1, \dots, -n/2$. Eigenvectors with distinct eigenvalues are linearly independent, so their span has dimension $n+1$. In the proof, `hinj` states that the eigenvalues are distinct, `hli` is the resulting independence, and `Module.finrank` is the dimension.

The theorem holds for every natural number $n$. At $n=0$ the starting state is the vacuum $1$, which both ladder operators annihilate: one state, with spin zero.

```lean
/-- The state `xⁿ` is annihilated by `J₊`, its lowered states are
`J₋ᵏ xⁿ = n!/(n-k)! xⁿ⁻ᵏ yᵏ` for `k ≤ n`, the next lowering gives zero, and the states
with `k = 0, …, n` span a space of dimension `n + 1`. -/
theorem schwinger_multiplet (n : ℕ) :
    Jplus (𝐱 ^ n) = 0 ∧
    (∀ k ≤ n, (Jminus ^ k) (𝐱 ^ n) =
      ((n ! : ℚ) / ((n - k)! : ℚ)) • (𝐱 ^ (n - k) * 𝐲 ^ k)) ∧
    (Jminus ^ (n + 1)) (𝐱 ^ n) = 0 ∧
    Module.finrank ℚ (multiplet n) = n + 1 := by
  have hy : pderiv (0 : Fin 2) 𝐲 = 0 := pderiv_X_of_ne (by decide)
  have hx : pderiv (1 : Fin 2) 𝐱 = 0 := pderiv_X_of_ne (by decide)
  refine ⟨?_, lowering_pow n, ?_, ?_⟩
  · simp [Jplus, hop_apply, Derivation.leibniz_pow, hx]
  · -- after n steps only yⁿ is left, which J₋ annihilates
    have h : Jminus (𝐲 ^ n) = 0 := by
      simp [Jminus, hop_apply, Derivation.leibniz_pow, hy]
    rw [pow_succ' Jminus n, Module.End.mul_apply, lowering_pow n n le_rfl, map_smul,
      Nat.sub_self, pow_zero, one_mul, h, smul_zero]
  · -- distinct eigenvalues of J_z make the states independent
    have hinj : Function.Injective fun k : Fin (n + 1) => (n : ℚ) / 2 - ((k : ℕ) : ℚ) := by
      intro i j hij
      have h : ((i : ℕ) : ℚ) = ((j : ℕ) : ℚ) := by
        dsimp only at hij
        linarith
      exact Fin.ext (by exact_mod_cast h)
    have hli := Module.End.eigenvectors_linearIndependent' Jz _ hinj
      (fun k : Fin (n + 1) => (Jminus ^ (k : ℕ)) (𝐱 ^ n))
      (fun k => lowered_hasEigenvector n k (Nat.lt_succ_iff.mp k.2))
    rw [multiplet, finrank_span_eq_card hli, Fintype.card_fin]
```

## The operators stay inside the multiplet

By linearity it suffices to follow each operator on the states $J_-^k x^n$; this reduction is `lift`.

- $J_+$ annihilates the state with $k=0$ and sends each later one to a multiple of its predecessor.
- $J_-$ sends each state to the next, and the last one to zero.
- $J_z$ multiplies each state by its eigenvalue.

The word "multiplet" here means this invariant space of dimension $n+1$. Irreducibility is a further property, which the theorems do not state.

```lean
/-- The operators `J₊`, `J₋` and `J_z` map the multiplet into itself. -/
theorem multiplet_invariant (n : ℕ) (p : MvPolynomial (Fin 2) ℚ) (hp : p ∈ multiplet n) :
    Jplus p ∈ multiplet n ∧ Jminus p ∈ multiplet n ∧ Jz p ∈ multiplet n := by
  have mem : ∀ k ≤ n, (Jminus ^ k) (𝐱 ^ n) ∈ multiplet n := fun k hk =>
    Submodule.subset_span ⟨⟨k, Nat.lt_succ_of_le hk⟩, rfl⟩
  -- it is enough to check each operator on the spanning states
  have lift : ∀ T : Module.End ℚ (MvPolynomial (Fin 2) ℚ),
      (∀ k ≤ n, T ((Jminus ^ k) (𝐱 ^ n)) ∈ multiplet n) → T p ∈ multiplet n := by
    intro T hT
    have hle : multiplet n ≤ (multiplet n).comap T := by
      refine Submodule.span_le.mpr ?_
      rintro _ ⟨k, rfl⟩
      exact hT k (Nat.lt_succ_iff.mp k.2)
    exact hle hp
  refine ⟨lift _ fun k hk => ?_, lift _ fun k hk => ?_, lift _ fun k hk => ?_⟩
  · cases k with
    | zero =>
      rw [pow_zero, Module.End.one_apply, (schwinger_multiplet n).1]
      exact Submodule.zero_mem _
    | succ k =>
      rw [raising_ladder n k hk]
      exact Submodule.smul_mem _ _ (mem k (Nat.le_of_succ_le hk))
  · rw [← Module.End.mul_apply, ← pow_succ']
    rcases Nat.lt_or_eq_of_le hk with h | h
    · exact mem (k + 1) h
    · rw [h, (schwinger_multiplet n).2.2.1]
      exact Submodule.zero_mem _
  · rw [(lowered_hasEigenvector n k hk).apply_eq_smul]
    exact Submodule.smul_mem _ _ (mem k hk)

end

end SchwingerBosons
```

```lean
#print axioms SchwingerBosons.commutator_Jplus_Jminus
#print axioms SchwingerBosons.schwinger_multiplet
#print axioms SchwingerBosons.multiplet_invariant
```

```
'SchwingerBosons.commutator_Jplus_Jminus' depends on axioms: [propext, Classical.choice, Quot.sound]
'SchwingerBosons.schwinger_multiplet' depends on axioms: [propext, Classical.choice, Quot.sound]
'SchwingerBosons.multiplet_invariant' depends on axioms: [propext, Classical.choice, Quot.sound]
```

## Normalised states and two bosons on two sites

The polynomials carry no inner product in the Lean development. To obtain the physical states with finitely many quanta, use complex coefficients and the inner product in which the vacuum $1$ has norm one, $\partial_x$ is the adjoint of $x$ and $\partial_y$ that of $y$; the full Fock space is the completion. Then $x^a y^b = \sqrt{a!\,b!}\,|a,b\rangle$, where $|a,b\rangle$ is the normalised state with $a$ and $b$ quanta in the two modes, with its phase chosen to make the factor positive. The lowering rule becomes

$$J_-|n-k,k\rangle = \sqrt{(k+1)(n-k)}\;|n-k-1,k+1\rangle \qquad (k<n).$$

Multiplied by minus the hopping amplitude, these square roots are the off-diagonal elements of a two-site Bose–Hubbard Hamiltonian in the occupation basis at fixed particle number. Take

$$H = -t\,(J_+ + J_-) + \tfrac U2\left[n_x(n_x-1) + n_y(n_y-1)\right],$$

with hopping amplitude $t$, on-site interaction energy $U$ and site occupations $n_x$, $n_y$. For two bosons, in the basis $|2,0\rangle, |1,1\rangle, |0,2\rangle$, the matrix is

$$H = \begin{pmatrix} U & -\sqrt2\,t & 0\\ -\sqrt2\,t & 0 & -\sqrt2\,t\\ 0 & -\sqrt2\,t & U\end{pmatrix}.$$

The hopping part is $-2tJ_x$ for spin 1, where $J_x = (J_+ + J_-)/2$. The interaction is an added term that is diagonal in the same three states.
